# A degenerate two-level system started in one level has no limiting component ratio under ever slower exponential switching of the coupling between the levels

Set ħ = 1 and take the common energy of the two levels as zero. States are vectors ψ = (ψ₀, ψ₁) of type `Fin 2 → ℂ`, indexed from 0, and need not be normalised. The initial state is v = (v₀, v₁), g > 0 is the coupling strength and e > 0 is the switching rate.

```lean
import Mathlib

open Matrix Filter Topology

namespace AdiabaticSwitchingDegenerate

noncomputable section
```

The coupling X exchanges the two levels:

X = [[0, 1], [1, 0]].

```lean
/-- The coupling matrix X that exchanges the two degenerate levels. -/
def pauliX : Matrix (Fin 2) (Fin 2) ℂ := !![0, 1; 1, 0]
```

For a real phase θ, the propagator is the matrix exponential exp(−iθX).

```lean
/-- The propagator exp(-iθX) for accumulated phase θ. -/
def propagator (θ : ℝ) : Matrix (Fin 2) (Fin 2) ℂ :=
  NormedSpace.exp ((-(Complex.I * (θ : ℂ))) • pauliX)
```

The coupling grows exponentially from the remote past to full strength at t = 0:

H(t) = g exp(e t) X.

```lean
/-- The switched Hamiltonian g exp(e t) X. -/
def hamiltonian (g e t : ℝ) : Matrix (Fin 2) (Fin 2) ℂ := (g * Real.exp (e * t)) • pauliX
```

Since H(t) commutes with itself at different times, no time ordering is needed. The phase accumulated since t = −∞ is

∫₋∞ᵗ g exp(e s) ds = (g/e) exp(e t),

and the state is the propagator at this phase, applied to v.

```lean
/-- The state at time t for initial state v and switching rate e > 0, with
accumulated phase (g/e) exp(e t). -/
def switchedState (g e : ℝ) (v : Fin 2 → ℂ) (t : ℝ) : Fin 2 → ℂ :=
  propagator (g / e * Real.exp (e * t)) *ᵥ v
```

At t = 0 the phase is g/e, which diverges as e → 0+. An overall phase factor may then oscillate forever, but it cancels in ψ₁/ψ₀. `RatioTendsto g v L` says that this ratio tends to L as e → 0+ through rates with ψ₀ ≠ 0, so the value Lean assigns to division by zero plays no part.

```lean
/-- The ratio of second to first component of exp(-i(g/e)X) v tends to L as e tends to 0+,
taken through those e at which the first component is nonzero. -/
def RatioTendsto (g : ℝ) (v : Fin 2 → ℂ) (L : ℂ) : Prop :=
  Tendsto (fun e => (propagator (g / e) *ᵥ v) 1 / (propagator (g / e) *ᵥ v) 0)
    (𝓝[{e | 0 < e ∧ (propagator (g / e) *ᵥ v) 0 ≠ 0}] 0) (𝓝 L)
```

## The propagator in closed form

The normalised eigenvectors of X are (1, 1)/√2 and (1, −1)/√2, with eigenvalues 1 and −1. The code uses them without the factor 1/√2, as the columns of U = [[1, 1], [1, −1]], so that U⁻¹ = U/2. Then

exp(−iθX) = U diag(exp(−iθ), exp(iθ)) U⁻¹ = cos θ − i sin θ X.

The proof follows this route: `Matrix.exp_conj` moves the exponential inside the conjugation, `Matrix.exp_diagonal` reduces it to scalars, and Euler's formula finishes.

```lean
/-- The propagator is cos θ - i sin θ X. -/
theorem propagator_eq (θ : ℝ) : propagator θ =
    !![Complex.cos θ, -(Complex.I * Complex.sin θ);
       -(Complex.I * Complex.sin θ), Complex.cos θ] := by
  -- diagonalise X in the basis of symmetric and antisymmetric states
  obtain ⟨U, hU⟩ : ∃ U : Matrix (Fin 2) (Fin 2) ℂ, U = !![1, 1; 1, -1] := ⟨_, rfl⟩
  have hmul : U * ((1 / 2 : ℂ) • U) = 1 := by
    rw [hU]
    ext i j
    fin_cases i <;> fin_cases j <;> norm_num [Matrix.mul_apply, Fin.sum_univ_two]
  have hinv : U⁻¹ = (1 / 2 : ℂ) • U := Matrix.inv_eq_right_inv hmul
  have hunit : IsUnit U := ⟨⟨U, (1 / 2 : ℂ) • U, hmul, mul_eq_one_comm.mp hmul⟩, rfl⟩
  have hd : (-(Complex.I * (θ : ℂ))) • pauliX =
      U * diagonal ![-(Complex.I * (θ : ℂ)), Complex.I * (θ : ℂ)] * U⁻¹ := by
    rw [hinv, hU]
    ext i j
    fin_cases i <;> fin_cases j <;>
      simp [pauliX, Matrix.mul_apply, Fin.sum_univ_two, Matrix.vecMul_diagonal] <;> ring
  have he : NormedSpace.exp ![-(Complex.I * (θ : ℂ)), Complex.I * (θ : ℂ)] =
      ![Complex.cos θ - Complex.sin θ * Complex.I,
        Complex.cos θ + Complex.sin θ * Complex.I] := by
    refine funext (Fin.forall_fin_two.mpr ⟨?_, ?_⟩)
    · rw [Pi.coe_exp, ← Complex.exp_eq_exp_ℂ]
      change Complex.exp (-(Complex.I * (θ : ℂ))) = _ - _
      rw [show -(Complex.I * (θ : ℂ)) = (-(θ : ℂ)) * Complex.I by ring,
        Complex.exp_mul_I, Complex.cos_neg, Complex.sin_neg]
      ring
    · rw [Pi.coe_exp, ← Complex.exp_eq_exp_ℂ]
      change Complex.exp (Complex.I * (θ : ℂ)) = _ + _
      rw [mul_comm, Complex.exp_mul_I]
  rw [propagator, hd, Matrix.exp_conj _ _ hunit, Matrix.exp_diagonal, he, hinv, hU]
  ext i j
  fin_cases i <;> fin_cases j <;>
    simp [Matrix.mul_apply, Fin.sum_univ_two, Matrix.vecMul_diagonal] <;> ring
```

Applied to v, this gives

ψ₀ = cos θ v₀ − i sin θ v₁,
ψ₁ = cos θ v₁ − i sin θ v₀.

```lean
/-- The components of the propagated state at accumulated phase θ. -/
theorem propagator_mulVec (θ : ℝ) (v : Fin 2 → ℂ) : propagator θ *ᵥ v =
    ![Complex.cos θ * v 0 - Complex.I * Complex.sin θ * v 1,
      Complex.cos θ * v 1 - Complex.I * Complex.sin θ * v 0] := by
  rw [propagator_eq]
  ext i
  fin_cases i <;> simp [Matrix.mulVec, dotProduct, Fin.sum_univ_two] <;> ring
```

## The switched state solves the Schrödinger equation

Differentiating the components gives dψ/dθ = −iXψ. With θ(t) = (g/e) exp(e t) we have dθ/dt = g exp(e t), so the chain rule yields

dψ/dt = −i g exp(e t) Xψ = −iH(t)ψ.

In the proof, `hθ` is the first derivative, `hp` the second, and `scomp` combines them.

```lean
/-- The switched state solves the Schrödinger equation dψ/dt = -i H(t) ψ. -/
theorem schrodinger (g e t : ℝ) (he : e ≠ 0) (v : Fin 2 → ℂ) :
    HasDerivAt (switchedState g e v)
      ((-Complex.I) • (hamiltonian g e t *ᵥ switchedState g e v t)) t := by
  have hp : HasDerivAt (fun t => g / e * Real.exp (e * t)) (g * Real.exp (e * t)) t := by
    refine ((((hasDerivAt_id t).const_mul e).exp).const_mul (g / e)).congr_deriv ?_
    simp only [id_eq]
    field_simp
  have hX : ∀ a b : ℂ, pauliX *ᵥ ![a, b] = ![b, a] := by
    intro a b
    ext i
    fin_cases i <;> simp [pauliX, Matrix.mulVec, dotProduct, Fin.sum_univ_two]
  -- differentiate with respect to the phase, then use the chain rule
  have hθ : ∀ θ : ℝ, HasDerivAt (fun θ : ℝ => propagator θ *ᵥ v)
      ((-Complex.I) • (pauliX *ᵥ (propagator θ *ᵥ v))) θ := by
    intro θ
    have hc := (Complex.hasDerivAt_cos (θ : ℂ)).comp_ofReal
    have hs := (Complex.hasDerivAt_sin (θ : ℂ)).comp_ofReal
    simp only [propagator_mulVec, hX]
    refine hasDerivAt_pi.mpr (Fin.forall_fin_two.mpr ⟨?_, ?_⟩)
    · refine ((hc.mul_const (v 0)).fun_sub
        ((hs.const_mul Complex.I).mul_const (v 1))).congr_deriv ?_
      change _ = -Complex.I * (Complex.cos θ * v 1 - Complex.I * Complex.sin θ * v 0)
      linear_combination (-Complex.sin θ * v 0) * Complex.I_sq
    · refine ((hc.mul_const (v 1)).fun_sub
        ((hs.const_mul Complex.I).mul_const (v 0))).congr_deriv ?_
      change _ = -Complex.I * (Complex.cos θ * v 0 - Complex.I * Complex.sin θ * v 1)
      linear_combination (-Complex.sin θ * v 1) * Complex.I_sq
  rw [hamiltonian, Matrix.smul_mulVec, smul_comm]
  exact (hθ _).scomp t hp
```

As t → −∞ the phase tends to 0, and by continuity ψ(t) → v. At t = 0 the state is exp(−i(g/e)X)v, the vector whose components enter `RatioTendsto`.

```lean
/-- The switched state tends to v in the remote past and is exp(-i(g/e)X) v at time 0. -/
theorem switchedState_ends (g e : ℝ) (he : 0 < e) (v : Fin 2 → ℂ) :
    Tendsto (switchedState g e v) atBot (𝓝 v) ∧
      switchedState g e v 0 = propagator (g / e) *ᵥ v := by
  refine ⟨?_, by simp [switchedState]⟩
  have hp := (Real.tendsto_exp_atBot.comp
    (tendsto_id.const_mul_atBot he)).const_mul (g / e)
  rw [mul_zero] at hp
  have hcont : Continuous fun θ : ℝ => propagator θ *ᵥ v := by
    simp only [propagator_eq]
    fun_prop
  have h := (hcont.tendsto 0).comp hp
  rw [show propagator 0 *ᵥ v = v by simp [propagator, NormedSpace.exp_zero]] at h
  exact h
```

## A limit would have to match every phase

Fix θ ≥ 0 with ψ₀(θ) ≠ 0 and choose the rates

eₙ = g/(θ + 2π(n + 1)), n = 0, 1, 2, …

They are positive and tend to 0, and their phases g/eₙ differ from θ by full turns. The ratio is therefore constant along the sequence, and uniqueness of limits gives

ψ₁(θ) = L ψ₀(θ).

```lean
/-- For g > 0, if the component ratio tends to L as e tends to 0+, then L is the ratio at every
phase θ ≥ 0 at which the first component is nonzero. -/
theorem limit_eq_ratio {g : ℝ} (hg : 0 < g) {v : Fin 2 → ℂ} {L : ℂ}
    (h : RatioTendsto g v L) {θ : ℝ} (hθ : 0 ≤ θ) (hne : (propagator θ *ᵥ v) 0 ≠ 0) :
    (propagator θ *ᵥ v) 1 = L * (propagator θ *ᵥ v) 0 := by
  unfold RatioTendsto at h
  -- switching rates whose phases differ from θ by full turns
  let y : ℕ → ℝ := fun n => θ + ((n + 1 : ℕ) : ℝ) * (2 * Real.pi)
  have hy : ∀ n, 0 < y n := fun n => by positivity
  have hval : ∀ n, propagator (g / (g / y n)) = propagator θ := by
    intro n
    have h1 : g / (g / y n) = y n := by
      have := (hy n).ne'
      field_simp
    have h2 : ((y n : ℝ) : ℂ) = (θ : ℂ) + ((n + 1 : ℕ) : ℂ) * (2 * (Real.pi : ℂ)) := by
      simp [y]
    rw [h1, propagator_eq, propagator_eq, h2, Complex.cos_add_nat_mul_two_pi,
      Complex.sin_add_nat_mul_two_pi]
  have htop : Tendsto y atTop atTop :=
    tendsto_atTop_add_const_left _ θ ((tendsto_natCast_atTop_atTop.comp
      (tendsto_add_atTop_nat 1)).atTop_mul_const Real.two_pi_pos)
  have hseq : Tendsto (fun n => g / y n) atTop
      (𝓝[{e | 0 < e ∧ (propagator (g / e) *ᵥ v) 0 ≠ 0}] 0) :=
    tendsto_nhdsWithin_iff.mpr ⟨htop.const_div_atTop g,
      Eventually.of_forall fun n => ⟨div_pos hg (hy n), by rw [hval]; exact hne⟩⟩
  have hlim : Tendsto (fun _ : ℕ => (propagator θ *ᵥ v) 1 / (propagator θ *ᵥ v) 0)
      atTop (𝓝 L) := by
    refine (h.comp hseq).congr fun n => ?_
    simp only [Function.comp_apply, hval]
  exact (div_eq_iff hne).mp (tendsto_nhds_unique tendsto_const_nhds hlim)
```

Some initial states do keep their ratio. If v₁ = s v₀ with s² = 1, then

ψ₁ = s cos θ v₀ − i sin θ v₀ = s(cos θ v₀ − i s sin θ v₀) = s ψ₀.

```lean
/-- If v₁ = s v₀ with s² = 1, the components keep the ratio s at every phase. -/
theorem ratio_preserved {v : Fin 2 → ℂ} {s : ℂ} (hs : s ^ 2 = 1) (hv : v 1 = s * v 0)
    (θ : ℝ) : (propagator θ *ᵥ v) 1 = s * (propagator θ *ᵥ v) 0 := by
  rw [propagator_mulVec]
  change Complex.cos θ * v 1 - Complex.I * Complex.sin θ * v 0 =
    s * (Complex.cos θ * v 0 - Complex.I * Complex.sin θ * v 1)
  rw [hv]
  linear_combination (Complex.I * Complex.sin θ * v 0) * hs
```

## Only eigenvectors of the coupling have a limit

Let v₀ ≠ 0 and suppose the limit L exists. Phase 0 gives v₁ = L v₀. At another phase θ with ψ₀(θ) ≠ 0,

cos θ v₁ − i sin θ v₀ = L(cos θ v₀ − i sin θ v₁).

Multiplying by v₀ and replacing L v₀ by v₁ leaves

i sin θ (v₁² − v₀²) = 0.

If v₁ ≠ 0, take θ = π/2, where ψ₀ = −i v₁. If v₁ = 0, take θ = π/4, where ψ₀ = v₀/√2. Either way sin θ ≠ 0, so v₁ = v₀ or v₁ = −v₀. The converse is the preserved ratio, with s = 1 or s = −1.

```lean
/-- For g > 0 and an initial state with nonzero first component, the component ratio has a limit as
e tends to 0+ exactly when the initial components are equal or opposite. -/
theorem ratio_limit_iff {g : ℝ} (hg : 0 < g) {v : Fin 2 → ℂ} (hv : v 0 ≠ 0) :
    (∃ L, RatioTendsto g v L) ↔ v 1 = v 0 ∨ v 1 = -v 0 := by
  constructor
  · rintro ⟨L, h⟩
    have h0 := limit_eq_ratio hg h (le_refl (0 : ℝ))
    rw [show propagator 0 *ᵥ v = v by simp [propagator, NormedSpace.exp_zero]] at h0
    -- compare the ratio at phase θ with the initial ratio
    have key : ∀ θ : ℝ, 0 ≤ θ → Complex.sin θ ≠ 0 →
        Complex.cos θ * v 0 - Complex.I * Complex.sin θ * v 1 ≠ 0 → v 1 ^ 2 = v 0 ^ 2 := by
      intro θ hθ hs hne
      have h1 := limit_eq_ratio hg h hθ
      rw [propagator_mulVec] at h1
      have h2 : Complex.cos θ * v 1 - Complex.I * Complex.sin θ * v 0 =
        L * (Complex.cos θ * v 0 - Complex.I * Complex.sin θ * v 1) := h1 hne
      apply mul_left_cancel₀ (mul_ne_zero Complex.I_ne_zero hs)
      linear_combination v 0 * h2 -
        (Complex.cos θ * v 0 - Complex.I * Complex.sin θ * v 1) * h0 hv
    apply sq_eq_sq_iff_eq_or_eq_neg.mp
    by_cases hb : v 1 = 0
    · refine key (Real.pi / 4) (by positivity) ?_ ?_
      · rw [← Complex.ofReal_sin, Complex.ofReal_ne_zero, Real.sin_pi_div_four]
        positivity
      · rw [hb, mul_zero, sub_zero, ← Complex.ofReal_cos, Real.cos_pi_div_four]
        exact mul_ne_zero (Complex.ofReal_ne_zero.mpr (by positivity)) hv
    · refine key (Real.pi / 2) (by positivity) ?_ ?_
      · rw [← Complex.ofReal_sin, Real.sin_pi_div_two]
        simp
      · rw [← Complex.ofReal_cos, ← Complex.ofReal_sin, Real.cos_pi_div_two,
          Real.sin_pi_div_two]
        simpa using hb
  · intro h
    obtain ⟨s, hs, hsv⟩ : ∃ s : ℂ, s ^ 2 = 1 ∧ v 1 = s * v 0 := by
      rcases h with h | h
      · exact ⟨1, by norm_num, by rw [h, one_mul]⟩
      · exact ⟨-1, by norm_num, by rw [h, neg_one_mul]⟩
    refine ⟨s, ?_⟩
    unfold RatioTendsto
    refine tendsto_const_nhds.congr' ?_
    filter_upwards [self_mem_nhdsWithin] with e he
    rw [eq_div_iff he.2]
    exact (ratio_preserved hs hsv _).symm
```

For v = (1, 0) the condition would read 0 = 1 or 0 = −1. Explicitly, the ratio is −i tan(g/e), which keeps oscillating as e → 0+.

```lean
/-- For g > 0 and the initial state (1,0), the component ratio of exp(-i(g/e)X)(1,0) has no limit as
e tends to 0+. -/
theorem no_limit_from_first_level {g : ℝ} (hg : 0 < g) :
    ¬ ∃ L, RatioTendsto g ![1, 0] L := by
  rw [ratio_limit_iff hg (by simp)]
  simp

end

end AdiabaticSwitchingDegenerate
```

For this initial state, dividing ψ by its overlap with v gives (1, ψ₁/ψ₀), the quotient used by Gell-Mann and Low. Their theorem presupposes that the quotient has a limit; here that premise fails, and the theorem itself is not contradicted.

In this two-level model with exactly degenerate levels and exponential switching, the condition on v is the familiar one of degenerate perturbation theory: the starting state must be an eigenvector of the coupling. Other switching profiles, split levels and larger degenerate spaces are not treated.

```lean
#print axioms AdiabaticSwitchingDegenerate.schrodinger
#print axioms AdiabaticSwitchingDegenerate.switchedState_ends
#print axioms AdiabaticSwitchingDegenerate.no_limit_from_first_level
```

```
'AdiabaticSwitchingDegenerate.schrodinger' depends on axioms: [propext, Classical.choice, Quot.sound]
'AdiabaticSwitchingDegenerate.switchedState_ends' depends on axioms: [propext, Classical.choice, Quot.sound]
'AdiabaticSwitchingDegenerate.no_limit_from_first_level' depends on axioms: [propext, Classical.choice, Quot.sound]
```
